# A rotation can reproduce an improper image of labelled points exactly when the points do not span the space

A code that superimposes two molecular structures by a least-squares fit can obtain an orthogonal matrix from a singular value decomposition and then check its determinant. If the determinant is −1, the matrix contains a reflection, and the code flips the sign of the direction with the smallest singular value to get a proper rotation. For a planar molecule this correction costs nothing in the fit, while for a labelled structure that fills three dimensions and is compared with its own mirror image, it leaves a residual that no rotation removes. The criterion below separates these two cases for exact superposition.

Let x_i be labelled points in ℝ^d, and let Q be an orthogonal d × d matrix with det Q = −1. Then

there is an orthogonal R with det R = 1 and R x_i = Q x_i for all i
⇔ the x_i do not span ℝ^d.

If a translation t is allowed as well, so that the condition reads R x_i + t = Q x_i, the criterion is the same with the differences x_i − x_j in place of the points.

## Centred coordinates and three-body terms

The version without translation depends on the origin. Three atoms in the plane z = 1 can span ℝ³ as vectors although they form a planar figure. An alignment routine that centres the coordinates first avoids this, because the centred vectors of a finite structure span the same space as the differences x_i − x_j.

A second consequence concerns descriptors and force fields. At most d labelled points in ℝ^d can always be moved onto their improper image by a rotation and a translation. In three dimensions, a function of three atomic positions that is invariant under rigid motions therefore takes the same value on a triple and on its mirror image. A sum of such terms has the same value for two mirror-image structures. For the energy of an isolated molecule this is no loss, since electromagnetic interactions give mirror images the same energy. A model of this form for a quantity that differs between them, such as the optical rotation, needs terms with at least four positions.

## From a mirror to the missing rotation

Take a nonzero vector v and write c = 2/(v·v) and P = v vᵀ. The mirror through the hyperplane normal to v is

M = 1 − c P.

If v·x = 0, then P x = v (v·x) = 0, so M x = x: the mirror leaves its own hyperplane in place. M is symmetric, and P² = (v·v) P. With c (v·v) = 2 this gives

MᵀM = 1 − 2c P + c² (v·v) P = 1 − 2c P + 2c P = 1.

For the determinant, read M as 1 + AB with the column A = −c v and the row B = vᵀ. Since det(1 + AB) = det(1 + BA), and BA is a single number,

det M = 1 − c (v·v) = −1.

Suppose first that the points span ℝ^d and that a rotation R with R x_i = Q x_i exists. Every vector is a linear combination of the points, so R and Q agree on every vector and R = Q. Then 1 = det R = det Q = −1, which is impossible.

Suppose now that the points do not span. Some nonzero linear functional f vanishes on all of them. It has the form f(y) = v·y, where v_k is the value of f on the k-th unit vector, and v ≠ 0 because f ≠ 0. Let M be the mirror normal to v and set R = Q M. Then

RᵀR = Mᵀ QᵀQ M = MᵀM = 1,
det R = (−1)(−1) = 1,
R x_i = Q M x_i = Q x_i,

the last line because v·x_i = 0.

With translations, subtracting the conditions for i and j removes t and leaves R(x_i − x_j) = Q(x_i − x_j). Conversely, if R and Q agree on all differences, choose a reference point x_0 and put t = Q x_0 − R x_0; then R x_i + t = Q x_i for every i. The criterion for the differences follows from the one for points.

For n points with 1 ≤ n ≤ d, all differences are combinations of the n − 1 vectors x_i − x_0, so they span at most n − 1 < d dimensions and the superposition exists. One more point can prevent it. For the origin and the d unit vectors, the origin forces t = 0, and the unit vectors force R and Q to have the same columns. Again R = Q, and the determinants disagree.

## A planar pair worked through

In ℝ³ take x_1 = (1, −1, 0), x_2 = (0, 1, −1) and Q = diag(1, 1, −1). Both points are orthogonal to v = (1, 1, 1), with v·v = 3. The mirror M and the product R = Q M have the rows

M = ⅓ [ (1, −2, −2), (−2, 1, −2), (−2, −2, 1) ],
R = ⅓ [ (1, −2, −2), (−2, 1, −2), (2, 2, −1) ].

The determinant of R is 27/27 = 1, and

R x_1 = (1, −1, 0) = Q x_1,
R x_2 = (0, 1, 1) = Q x_2.

Adding x_3 = (0, 0, 1) makes the points span ℝ³. Now R x_3 = (−2/3, −2/3, −1/3), whereas Q x_3 = (0, 0, −1), and by the criterion no other rotation about the origin succeeds either. With a translation allowed, these three points can still be superimposed on their image, because their differences span only a plane.

## Two matrices that break the criterion

Both conditions on Q are needed. If Q is orthogonal but has determinant 1, the choice R = Q always works, even for points that span the space.

If Q has determinant −1 but is not orthogonal, the other direction fails. In ℝ² take Q = diag(2, −1/2) and the single point x_1 = (1, 0). The point does not span the plane, but Q x_1 = (2, 0) has length 2, and a rotation preserves the length 1.

## The Lean file

```lean
import Mathlib

open Matrix

namespace ChiralityFullDimension

noncomputable section

variable {d : ℕ} {ι : Type*}

/-- A proper rotation of `d`-dimensional space: an orthogonal matrix of determinant `1`. -/
def IsRotation (R : Matrix (Fin d) (Fin d) ℝ) : Prop :=
  Rᵀ * R = 1 ∧ R.det = 1

/-- An improper operation of `d`-dimensional space: an orthogonal matrix of
determinant `-1`. -/
def IsImproper (Q : Matrix (Fin d) (Fin d) ℝ) : Prop :=
  Qᵀ * Q = 1 ∧ Q.det = -1

/-- The reflection through the hyperplane with normal vector `v`, for `v ≠ 0`; for `v = 0` the
formula gives the identity matrix. -/
def mirror (v : Fin d → ℝ) : Matrix (Fin d) (Fin d) ℝ :=
  1 - (2 / (v ⬝ᵥ v)) • vecMulVec v v

/-- A reflection leaves every point of its mirror hyperplane in place. -/
theorem mirror_mulVec_of_orthogonal {v x : Fin d → ℝ} (h : v ⬝ᵥ x = 0) :
    mirror v *ᵥ x = x := by
  have h0 : vecMulVec v v *ᵥ x = 0 := by
    ext i
    change ∑ j, v i * v j * x j = 0
    calc ∑ j, v i * v j * x j = v i * (v ⬝ᵥ x) := by
          rw [dotProduct, Finset.mul_sum]
          exact Finset.sum_congr rfl (fun j _ => by ring)
      _ = 0 := by rw [h, mul_zero]
  rw [mirror, Matrix.sub_mulVec, Matrix.one_mulVec, Matrix.smul_mulVec, h0, smul_zero, sub_zero]

/-- The reflection with a nonzero normal vector is an improper operation. -/
theorem mirror_isImproper {v : Fin d → ℝ} (hv : v ≠ 0) : IsImproper (mirror v) := by
  have hs : v ⬝ᵥ v ≠ 0 := fun h => hv (dotProduct_self_eq_zero.mp h)
  obtain ⟨c, hc⟩ : ∃ c : ℝ, c = 2 / (v ⬝ᵥ v) := ⟨_, rfl⟩
  have hcs : c * (v ⬝ᵥ v) = 2 := by rw [hc]; exact div_mul_cancel₀ 2 hs
  have hM : mirror v = 1 - c • vecMulVec v v := by rw [hc]; rfl
  have hT : (vecMulVec v v)ᵀ = vecMulVec v v := by
    ext i j
    simp only [Matrix.transpose_apply, Matrix.vecMulVec_apply]
    ring
  have hPP : vecMulVec v v * vecMulVec v v = (v ⬝ᵥ v) • vecMulVec v v := by
    ext i j
    simp only [Matrix.mul_apply, Matrix.smul_apply, Matrix.vecMulVec_apply, smul_eq_mul,
      dotProduct, Finset.sum_mul]
    exact Finset.sum_congr rfl (fun k _ => by ring)
  rw [hM]
  constructor
  · -- the reflection is symmetric and squares to the identity
    rw [Matrix.transpose_sub, Matrix.transpose_one, Matrix.transpose_smul, hT]
    have hexp : (1 - c • vecMulVec v v) * (1 - c • vecMulVec v v)
        = 1 - (2 * c) • vecMulVec v v + (c * c) • (vecMulVec v v * vecMulVec v v) := by
      simp only [sub_mul, mul_sub, one_mul, mul_one, smul_mul_assoc, mul_smul_comm]
      module
    rw [hexp, hPP, smul_smul,
      show c * c * (v ⬝ᵥ v) = 2 * c by linear_combination c * hcs, sub_add_cancel]
  · -- the determinant of a rank-one update reduces to a one-by-one determinant
    have hAB : 1 - c • vecMulVec v v
        = 1 + (Matrix.of fun (i : Fin d) (_ : Fin 1) => -c * v i)
            * (Matrix.of fun (_ : Fin 1) (j : Fin d) => v j) := by
      ext i j
      simp only [Matrix.sub_apply, Matrix.add_apply, Matrix.smul_apply, Matrix.vecMulVec_apply,
        Matrix.mul_apply, Matrix.of_apply, smul_eq_mul, Finset.univ_unique,
        Finset.sum_singleton]
      ring
    have hsum : ∑ k, v k * (-c * v k) = -(c * (v ⬝ᵥ v)) := by
      rw [dotProduct, Finset.mul_sum, ← Finset.sum_neg_distrib]
      exact Finset.sum_congr rfl (fun k _ => by ring)
    rw [hAB, Matrix.det_one_add_mul_comm, Matrix.det_fin_one, Matrix.add_apply,
      Matrix.one_apply_eq, Matrix.mul_apply]
    simp only [Matrix.of_apply]
    rw [hsum, hcs]
    norm_num

/-- The image of a family of points under an improper operation can also be reached, label by label,
by a proper rotation if and only if the points do not span the whole space. -/
theorem exists_rotation_iff_span_ne_top (x : ι → Fin d → ℝ)
    {Q : Matrix (Fin d) (Fin d) ℝ} (hQ : IsImproper Q) :
    (∃ R, IsRotation R ∧ ∀ i, R *ᵥ x i = Q *ᵥ x i) ↔
      Submodule.span ℝ (Set.range x) ≠ ⊤ := by
  constructor
  · -- on a spanning family the two operations would coincide
    rintro ⟨R, hR, h⟩ htop
    have hlin : Matrix.toLin' R = Matrix.toLin' Q :=
      LinearMap.ext_on_range htop (fun i => by
        simp only [Matrix.toLin'_apply]
        exact h i)
    have hRQ : R = Q := Matrix.toLin'.injective hlin
    have hdet := hR.2
    rw [hRQ, hQ.2] at hdet
    norm_num at hdet
  · intro hx
    -- a nonzero functional vanishing on the points supplies the normal of a mirror
    obtain ⟨f, hf, hker⟩ := Submodule.exists_le_ker_of_lt_top _ (lt_top_iff_ne_top.mpr hx)
    obtain ⟨v, hv⟩ : ∃ v : Fin d → ℝ, ∀ y, f y = v ⬝ᵥ y := by
      refine ⟨fun i => f (fun j => if i = j then 1 else 0), fun y => ?_⟩
      rw [LinearMap.pi_apply_eq_sum_univ f y, dotProduct]
      exact Finset.sum_congr rfl (fun i _ => by rw [smul_eq_mul, mul_comm])
    have hv0 : v ≠ 0 := by
      intro h0
      apply hf
      ext1
      ext
      simp [hv, h0]
    have hM := mirror_isImproper hv0
    refine ⟨Q * mirror v, ⟨?_, ?_⟩, fun i => ?_⟩
    · calc (Q * mirror v)ᵀ * (Q * mirror v)
          = (mirror v)ᵀ * (Qᵀ * Q) * mirror v := by
            rw [Matrix.transpose_mul]
            simp only [Matrix.mul_assoc]
        _ = 1 := by rw [hQ.1, Matrix.mul_one, hM.1]
    · rw [Matrix.det_mul, hQ.2, hM.2]
      norm_num
    · have hi : f (x i) = 0 := hker (Submodule.subset_span ⟨i, rfl⟩)
      rw [← Matrix.mulVec_mulVec, mirror_mulVec_of_orthogonal ((hv (x i)).symm.trans hi)]

/-- With translations allowed as well, a labelled structure can be superimposed on its improper
image if and only if its difference vectors do not span the whole space. -/
theorem exists_rigidMotion_iff_vectorSpan_ne_top (x : ι → Fin d → ℝ)
    {Q : Matrix (Fin d) (Fin d) ℝ} (hQ : IsImproper Q) :
    (∃ R t, IsRotation R ∧ ∀ i, R *ᵥ x i + t = Q *ᵥ x i) ↔
      vectorSpan ℝ (Set.range x) ≠ ⊤ := by
  have hspan : vectorSpan ℝ (Set.range x)
      = Submodule.span ℝ (Set.range fun p : ι × ι => x p.1 - x p.2) := by
    rw [vectorSpan_def]
    congr 1
    ext v
    constructor
    · rintro ⟨_, ⟨i, rfl⟩, _, ⟨j, rfl⟩, rfl⟩
      exact ⟨(i, j), rfl⟩
    · rintro ⟨p, rfl⟩
      exact ⟨_, ⟨p.1, rfl⟩, _, ⟨p.2, rfl⟩, rfl⟩
  rw [hspan, ← exists_rotation_iff_span_ne_top _ hQ]
  constructor
  · -- the translation drops out of the difference vectors
    rintro ⟨R, t, hR, h⟩
    refine ⟨R, hR, fun p => ?_⟩
    rw [Matrix.mulVec_sub, Matrix.mulVec_sub, ← h p.1, ← h p.2]
    abel
  · rintro ⟨R, hR, h⟩
    rcases isEmpty_or_nonempty ι with hι | ⟨⟨i₀⟩⟩
    · exact ⟨R, 0, hR, fun i => hι.elim i⟩
    · -- the translation is fixed by matching one reference point
      refine ⟨R, Q *ᵥ x i₀ - R *ᵥ x i₀, hR, fun i => ?_⟩
      have hi : R *ᵥ (x i - x i₀) = Q *ᵥ (x i - x i₀) := h (i, i₀)
      rw [Matrix.mulVec_sub, Matrix.mulVec_sub] at hi
      linear_combination hi

/-- In `d` dimensions a structure of at most `d` labelled points can be superimposed on each of
its improper images by a rotation and a translation. -/
theorem exists_rigidMotion_of_card_le [Fintype ι] (hcard : Fintype.card ι ≤ d)
    (x : ι → Fin d → ℝ) {Q : Matrix (Fin d) (Fin d) ℝ} (hQ : IsImproper Q) :
    ∃ R t, IsRotation R ∧ ∀ i, R *ᵥ x i + t = Q *ᵥ x i := by
  rcases isEmpty_or_nonempty ι with hι | hι
  · exact ⟨1, 0, ⟨by simp, by simp⟩, fun i => hι.elim i⟩
  · refine (exists_rigidMotion_iff_vectorSpan_ne_top x hQ).2 (fun htop => ?_)
    have hpos : 0 < Fintype.card ι := Fintype.card_pos
    have hc : Fintype.card ι = (Fintype.card ι - 1) + 1 := by omega
    have hle := finrank_vectorSpan_range_le ℝ x hc
    rw [htop, finrank_top, Module.finrank_fin_fun] at hle
    omega

/-- The structure of `d + 1` labelled points formed by the origin and the `d` unit vectors. -/
def corner (d : ℕ) : Option (Fin d) → Fin d → ℝ
  | none => 0
  | some i => Pi.single i 1

/-- With labels kept fixed, the structure formed by the origin and the `d` unit vectors cannot be
superimposed on any of its improper images by a rotation and a translation. -/
theorem corner_not_superimposable {Q : Matrix (Fin d) (Fin d) ℝ} (hQ : IsImproper Q) :
    ¬ ∃ R t, IsRotation R ∧ ∀ i, R *ᵥ corner d i + t = Q *ᵥ corner d i := by
  rintro ⟨R, t, hR, h⟩
  -- the origin forces the translation to vanish, the unit vectors then fix all columns
  have ht : t = 0 := by
    have h0 := h none
    simpa [corner] using h0
  have hRQ : R = Q := by
    ext i j
    have hj := congrFun (h (some j)) i
    simpa [corner, ht] using hj
  have hdet := hR.2
  rw [hRQ, hQ.2] at hdet
  norm_num at hdet

end

end ChiralityFullDimension
```

```lean
#print axioms ChiralityFullDimension.exists_rotation_iff_span_ne_top
#print axioms ChiralityFullDimension.exists_rigidMotion_of_card_le
#print axioms ChiralityFullDimension.corner_not_superimposable
```

```
'ChiralityFullDimension.exists_rotation_iff_span_ne_top' depends on axioms: [propext, Classical.choice, Quot.sound]
'ChiralityFullDimension.exists_rigidMotion_of_card_le' depends on axioms: [propext, Classical.choice, Quot.sound]
'ChiralityFullDimension.corner_not_superimposable' depends on axioms: [propext, Classical.choice, Quot.sound]
```

## How the Lean statements describe a structure

A structure is a function `x : ι → Fin d → ℝ`: each label in `ι` is assigned d real coordinates. The main theorem allows any label set, including an infinite or an empty one, and points may coincide. The product `*ᵥ` applies a matrix to a vector, `⬝ᵥ` is the ordinary dot product, and `vecMulVec v v` is the matrix v vᵀ.

`IsRotation` and `IsImproper` both require the transpose times the matrix to be the identity; they differ in the determinant, 1 or −1. There is no separate assumption d ≥ 1, because the empty matrix has determinant 1 and so no improper operation exists for d = 0.

In `exists_rotation_iff_span_ne_top`, the condition `Submodule.span ℝ (Set.range x) ≠ ⊤` says that the linear span of the points is not the whole space. In `exists_rigidMotion_iff_vectorSpan_ne_top`, `vectorSpan` is the span of the differences. `exists_rigidMotion_of_card_le` treats at most d labels, and `corner_not_superimposable` treats the d + 1 points of `corner`, where the label `none` is the origin and `some i` is the i-th unit vector.

## How the proof follows the derivation

`mirror_mulVec_of_orthogonal` proves that the mirror fixes its hyperplane: in each component of P x the factor v_i is taken out of the sum, and the sum that remains is v·x = 0. `mirror_isImproper` first establishes c (v·v) = 2 and P² = (v·v) P. It then expands the square of the mirror for orthogonality, and obtains the determinant with `Matrix.det_one_add_mul_comm`, the identity det(1 + AB) = det(1 + BA).

In the main theorem, `LinearMap.ext_on_range` turns agreement on a spanning family into equality of the two linear maps. For the converse, `Submodule.exists_le_ker_of_lt_top` supplies the functional f, whose values on the unit vectors give the normal v. The rotation is then given explicitly as `Q * mirror v`, and its three properties are checked as above.

The theorem with translations rewrites `vectorSpan` as the span of the vectors x_i − x_j, indexed by pairs of labels, and applies the main theorem to that family. An empty structure is handled separately, since it has no reference point. The result for at most d points uses `finrank_vectorSpan_range_le`, the bound n − 1 on the dimension spanned by the differences. The corner example is proved directly by comparing columns.

## Fixed labels and exact coordinates

Each point must land on the image of the point with the same label. Chemical chirality is a stricter property than the failure of this labelled superposition, because identical atoms may be exchanged. The four hydrogens of a tetrahedral methane molecule, kept labelled, cannot be superimposed on their mirror image, yet methane is achiral. Difference vectors that span the space therefore do not by themselves show that a molecule is chiral; superposition after an exchange of identical atoms has to be ruled out as well. In the other direction the criterion is safe: a rigid planar molecule is achiral, because it can be superimposed even with its labels fixed.

The structure is a rigid set of points, so conformational changes are not considered. The equalities are exact, and neither the least-squares fit nor its singular values appear in the theorems. For a nearly planar molecule in floating-point arithmetic, the user still has to choose the tolerance below which the structure counts as planar.
